# The smallest maximum error of a straight-line fit to the Marcus barrier with reorganisation energy $L$, over a reaction-energy window of half-width $W$, is $W^2/(8L)$

A kinetics code that replaces computed barriers by a linear Bell-Evans-Polanyi (BEP) relation has to decide over what range of reaction energies one line may be used. Without a bound on the best possible fit, two things can go wrong. A fitting loop can be given a tolerance that no line meets, and a small residual on a few clustered training points can be read as the error over the whole range. If the barriers follow the Marcus formula with one fixed reorganisation energy, the smallest achievable maximum error is known exactly, and so is the line that achieves it.

## The error floor and the line that reaches it

Let $D$ be the reaction energy and $L > 0$ the reorganisation energy. The Marcus barrier is

$$B(D) = \frac{(L+D)^2}{4L}.$$

This form is postulated. It is the height at which two parabolas of equal curvature cross, $Lx^2$ for the reactant and $L(x-1)^2 + D$ for the product, with $x$ a dimensionless reaction coordinate, so $L$ is the energy of the reactant state at the product geometry. A BEP line is $a + bD$ with intercept $a$ and slope $b$, and its signed deviation is $e(D) = B(D) - (a + bD)$. The window is $[c-W,\,c+W]$ with centre $c$ and half-width $W \ge 0$.

Every line has $|e(D)| \ge W^2/(8L)$ somewhere in the window. The line with

$$b^* = \frac{L+c}{2L}, \qquad a^* = B(c) - b^* c + \frac{W^2}{8L}$$

has maximum error exactly $W^2/(8L)$, and for $W > 0$ no other line stays within that bound. At $c = 0$ the line is $L/4 + D/2 + W^2/(8L)$.

## Barrier estimates in a reaction-network code

In microkinetic or kinetic Monte Carlo models, a BEP line supplies barriers for steps whose saddle points were never located, and for a family described by a single-$L$ Marcus parabola the bound gives the worst-case barrier error over the whole window of reaction energies that no choice of $a$ and $b$ can lower (a finite set of steps inside the window may be fitted better, as the last section notes). A barrier error $e$ enters an Arrhenius rate through the factor $\exp(e/k_BT)$, with $k_BT$ the thermal energy. The fragment below takes the reorganisation energy `L`, the smallest and largest reaction energies of the family, `Dmin` and `Dmax`, and a tolerance `tol`:

```python
c, W  = (Dmax + Dmin) / 2, (Dmax - Dmin) / 2
b     = (L + c) / (2 * L)
floor = W**2 / (8 * L)
a     = (L + c)**2 / (4 * L) - b * c + floor
if tol < floor:
    raise ValueError("no single line meets tol on this window")
```

For illustrative values $L = 2$ eV and $W = 1$ eV the floor is $0.0625$ eV. The floor does not depend on $c$, so a range that fails the test can be cut into subwindows, each with its own line, and halving $W$ divides the floor by four.

## Three test points and a shifted tangent

The lower bound comes from the second difference of $e$ over $c-W$, $c$, $c+W$. The line contributes nothing, since $a - 2a + a = 0$ and $b[(c-W) - 2c + (c+W)] = 0$. With $u = L + c$ the parabola contributes

$$\frac{(u-W)^2 - 2u^2 + (u+W)^2}{4L} = \frac{2W^2}{4L},$$

so for every line

$$2L\,[\,e(c-W) - 2e(c) + e(c+W)\,] = W^2. \tag{1}$$

Suppose $8L|e(D)| < W^2$ throughout the window. Then $8L\,e(c-W) < W^2$, $-8L\,e(c) < W^2$ and $8L\,e(c+W) < W^2$. Adding these with weights $1, 2, 1$ gives $8L[e(c-W) - 2e(c) + e(c+W)] < 4W^2$, while four times (1) says that the left side equals $4W^2$. Hence some point has $8L|e| \ge W^2$.

For the candidate line, write $L + D = u + (D-c)$ and expand:

$$B(D) = B(c) + \frac{L+c}{2L}(D-c) + \frac{(D-c)^2}{4L}.$$

The candidate equals $B(c) + b^*(D-c) + W^2/(8L)$, the tangent at $c$ raised by $W^2/(8L)$. Subtracting and multiplying by $8L$, its deviation $e^*$ obeys

$$8L\,e^*(D) = 2(D-c)^2 - W^2. \tag{2}$$

In the window $0 \le (D-c)^2 \le W^2$, so the right side lies in $[-W^2, W^2]$. It equals $+W^2$, $-W^2$, $+W^2$ at $c-W$, $c$, $c+W$. The maximum of $|e^*|$ is therefore $W^2/(8L)$, which matches the lower bound.

For uniqueness put $\eta = W^2/(8L)$ and take a line with $|e| \le \eta$ on the window. Equation (1) becomes $e(c-W) - 2e(c) + e(c+W) = 4\eta$. The three terms are at most $\eta$, $2\eta$, $\eta$, so each must equal its bound, and $e(c \pm W) = \eta = e^*(c \pm W)$. The line then agrees with the candidate at both ends. Subtracting the two equations gives $(b - b^*)\,2W = 0$, so $b = b^*$ when $W > 0$, and either equation then gives $a = a^*$. At $c = 0$, $b^* = 1/2$ and $B(0) = L/4$, which yields the closed form above.

## The Lean file

```lean
import Mathlib

open Set

namespace BestBEPFit

noncomputable section

/-- Marcus activation barrier for reorganisation energy `L` and reaction energy `D`. -/
def marcusBarrier (L D : ℝ) : ℝ := (L + D) ^ 2 / (4 * L)

/-- Linear Bell-Evans-Polanyi relation with intercept `a` and slope `b`. -/
def bepLine (a b D : ℝ) : ℝ := a + b * D

/-- Signed deviation of the Marcus barrier from the line `a + b D` at reaction energy `D`. -/
def deviation (L a b D : ℝ) : ℝ := marcusBarrier L D - bepLine a b D

/-- Slope `(L + c) / (2 L)` of the fitted line for a window of reaction energies
centred at `c`. -/
def bestSlope (L c : ℝ) : ℝ := (L + c) / (2 * L)

/-- Intercept of the fitted line for the window `[c - W, c + W]`, chosen so that the line
lies `W² / (8 L)` above the Marcus barrier at the centre `c`. -/
def bestIntercept (L c W : ℝ) : ℝ :=
  marcusBarrier L c - bestSlope L c * c + W ^ 2 / (8 * L)

/-- For every line, the second difference of the deviation over the points `c - W`, `c`,
`c + W`, multiplied by `2 L`, equals `W²`. -/
theorem second_difference {L : ℝ} (hL : L ≠ 0) (a b c W : ℝ) :
    2 * L * (deviation L a b (c - W) - 2 * deviation L a b c + deviation L a b (c + W))
      = W ^ 2 := by
  unfold deviation marcusBarrier bepLine
  field_simp
  ring

/-- Every line has a point in the window `[c - W, c + W]` where `8 L` times its absolute
deviation from the Marcus barrier is at least `W²`. -/
theorem exists_large_deviation {L W : ℝ} (hL : 0 < L) (hW : 0 ≤ W) (a b c : ℝ) :
    ∃ D ∈ Icc (c - W) (c + W), W ^ 2 ≤ 8 * L * |deviation L a b D| := by
  by_contra hcon
  have h : ∀ D ∈ Icc (c - W) (c + W), 8 * L * |deviation L a b D| < W ^ 2 :=
    fun D hD => not_le.mp fun hle => hcon ⟨D, hD, hle⟩
  have h8 : 0 ≤ 8 * L := by positivity
  -- test the two ends and the centre of the window
  have h1 := h (c - W) ⟨le_refl _, by linarith⟩
  have h0 := h c ⟨by linarith, by linarith⟩
  have h2 := h (c + W) ⟨by linarith, le_refl _⟩
  have k1 := mul_le_mul_of_nonneg_left (le_abs_self (deviation L a b (c - W))) h8
  have k0 := mul_le_mul_of_nonneg_left (neg_le_abs (deviation L a b c)) h8
  have k2 := mul_le_mul_of_nonneg_left (le_abs_self (deviation L a b (c + W))) h8
  -- three small deviations cannot produce the required second difference
  have hS := second_difference hL.ne' a b c W
  linarith

/-- The deviation from the fitted line, multiplied by `8 L`, is `2 (D - c)² - W²`. -/
theorem best_deviation {L : ℝ} (hL : L ≠ 0) (c W D : ℝ) :
    8 * L * deviation L (bestIntercept L c W) (bestSlope L c) D
      = 2 * (D - c) ^ 2 - W ^ 2 := by
  unfold deviation bestIntercept marcusBarrier bepLine bestSlope
  field_simp
  ring

/-- The deviation from the fitted line, multiplied by `8 L`, takes the values `W²`, `-W²`,
`W²` at `c - W`, `c`, `c + W`. -/
theorem best_equioscillation {L : ℝ} (hL : L ≠ 0) (c W : ℝ) :
    8 * L * deviation L (bestIntercept L c W) (bestSlope L c) (c - W) = W ^ 2 ∧
    8 * L * deviation L (bestIntercept L c W) (bestSlope L c) c = -W ^ 2 ∧
    8 * L * deviation L (bestIntercept L c W) (bestSlope L c) (c + W) = W ^ 2 := by
  refine ⟨?_, ?_, ?_⟩ <;> rw [best_deviation hL] <;> ring

/-- The maximum absolute deviation of the fitted line on the window `[c - W, c + W]`
is `W² / (8 L)`. -/
theorem best_max_error {L W : ℝ} (hL : 0 < L) (hW : 0 ≤ W) (c : ℝ) :
    IsGreatest ((fun D => |deviation L (bestIntercept L c W) (bestSlope L c) D|) ''
      Icc (c - W) (c + W)) (W ^ 2 / (8 * L)) := by
  have h8 : 0 < 8 * L := by positivity
  have hdev : ∀ D, deviation L (bestIntercept L c W) (bestSlope L c) D
      = (2 * (D - c) ^ 2 - W ^ 2) / (8 * L) := by
    intro D
    rw [eq_div_iff h8.ne']
    linarith [best_deviation hL.ne' c W D]
  constructor
  · -- the value is reached at the upper end of the window
    refine ⟨c + W, ⟨by linarith, le_refl _⟩, ?_⟩
    have hnum : 2 * (c + W - c) ^ 2 - W ^ 2 = W ^ 2 := by ring
    show |deviation L (bestIntercept L c W) (bestSlope L c) (c + W)| = W ^ 2 / (8 * L)
    rw [hdev, hnum, abs_of_nonneg (by positivity)]
  · rintro _ ⟨D, hD, rfl⟩
    show |deviation L (bestIntercept L c W) (bestSlope L c) D| ≤ W ^ 2 / (8 * L)
    -- inside the window 0 ≤ (D - c)² ≤ W²
    have ht : (D - c) ^ 2 ≤ W ^ 2 := sq_le_sq' (by linarith [hD.1]) (by linarith [hD.2])
    rw [hdev, abs_div, abs_of_pos h8]
    apply div_le_div_of_nonneg_right _ h8.le
    rw [abs_le]
    constructor <;> linarith [sq_nonneg (D - c)]

/-- The smallest uniform error bound that any line achieves for the Marcus barrier on the
window `[c - W, c + W]` is `W² / (8 L)`. -/
theorem minimax_error {L W : ℝ} (hL : 0 < L) (hW : 0 ≤ W) (c : ℝ) :
    IsLeast {ε | ∃ a b, ∀ D ∈ Icc (c - W) (c + W), |deviation L a b D| ≤ ε}
      (W ^ 2 / (8 * L)) := by
  have h8 : 0 < 8 * L := by positivity
  constructor
  · exact ⟨bestIntercept L c W, bestSlope L c,
      fun D hD => (best_max_error hL hW c).2 ⟨D, hD, rfl⟩⟩
  · rintro ε ⟨a, b, h⟩
    obtain ⟨D, hD, hle⟩ := exists_large_deviation hL hW a b c
    have := mul_le_mul_of_nonneg_left (h D hD) h8.le
    rw [div_le_iff₀ h8]
    linarith

/-- On a window of positive width, a line stays within `W² / (8 L)` of the Marcus barrier
exactly when its intercept and slope are those of the fitted line. -/
theorem best_fit_unique {L W : ℝ} (hL : 0 < L) (hW : 0 < W) (a b c : ℝ) :
    (∀ D ∈ Icc (c - W) (c + W), |deviation L a b D| ≤ W ^ 2 / (8 * L)) ↔
      a = bestIntercept L c W ∧ b = bestSlope L c := by
  constructor
  · intro h
    have h8 : 8 * L ≠ 0 := by positivity
    have h2 : 2 * L ≠ 0 := by positivity
    have hh : 8 * L * (W ^ 2 / (8 * L)) = W ^ 2 := by field_simp
    generalize W ^ 2 / (8 * L) = η at h hh
    have e1 := abs_le.mp (h (c - W) ⟨le_refl _, by linarith⟩)
    have e0 := abs_le.mp (h c ⟨by linarith, by linarith⟩)
    have e2 := abs_le.mp (h (c + W) ⟨by linarith, le_refl _⟩)
    have hS : deviation L a b (c - W) - 2 * deviation L a b c + deviation L a b (c + W)
        = 4 * η :=
      mul_left_cancel₀ h2 (by linear_combination second_difference hL.ne' a b c W - hh)
    -- the second difference forces the bound to be saturated at both ends
    have l1 : deviation L a b (c - W) = η := by linarith [e1.2, e0.1, e2.2]
    have l2 : deviation L a b (c + W) = η := by linarith [e1.2, e0.1, e2.2]
    obtain ⟨E1, -, E2⟩ := best_equioscillation hL.ne' c W
    have m1 := mul_left_cancel₀ h8 (E1.trans hh.symm)
    have m2 := mul_left_cancel₀ h8 (E2.trans hh.symm)
    unfold deviation bepLine at l1 l2 m1 m2
    -- two lines that agree at both ends coincide
    have hb0 : (b - bestSlope L c) * (2 * W) = 0 := by
      linear_combination l1 - l2 - m1 + m2
    have hW2 : 2 * W ≠ 0 := by positivity
    have hb : b = bestSlope L c := sub_eq_zero.mp ((mul_eq_zero.mp hb0).resolve_right hW2)
    refine ⟨?_, hb⟩
    rw [hb] at l1
    linear_combination m1 - l1
  · rintro ⟨rfl, rfl⟩ D hD
    exact (best_max_error hL hW.le c).2 ⟨D, hD, rfl⟩

/-- On the window `[-W, W]` every line deviates from the Marcus barrier somewhere by at least
`W² / (8 L)`, and the line `L / 4 + D / 2 + W² / (8 L)` has this maximum error. -/
theorem symmetric_window {L W : ℝ} (hL : 0 < L) (hW : 0 ≤ W) :
    (∀ a b : ℝ, ∃ D ∈ Icc (-W) W, W ^ 2 / (8 * L) ≤ |marcusBarrier L D - bepLine a b D|) ∧
    IsGreatest ((fun D => |marcusBarrier L D - (L / 4 + D / 2 + W ^ 2 / (8 * L))|) ''
      Icc (-W) W) (W ^ 2 / (8 * L)) := by
  have h8 : 0 < 8 * L := by positivity
  have hL0 : L ≠ 0 := hL.ne'
  constructor
  · intro a b
    obtain ⟨D, hD, hle⟩ := exists_large_deviation hL hW a b 0
    rw [zero_sub, zero_add] at hD
    refine ⟨D, hD, ?_⟩
    rw [div_le_iff₀ h8]
    unfold deviation at hle
    linarith
  · have key := best_max_error hL hW 0
    rw [zero_sub, zero_add] at key
    -- at centre zero the fitted line has the stated closed form
    have hline : ∀ D, bepLine (bestIntercept L 0 W) (bestSlope L 0) D
        = L / 4 + D / 2 + W ^ 2 / (8 * L) := by
      intro D
      unfold bepLine bestIntercept bestSlope marcusBarrier
      field_simp
      ring
    simpa only [deviation, hline] using key

end

end BestBEPFit
```
```lean
#print axioms BestBEPFit.minimax_error
#print axioms BestBEPFit.best_fit_unique
#print axioms BestBEPFit.symmetric_window
```

```
'BestBEPFit.minimax_error' depends on axioms: [propext, Classical.choice, Quot.sound]
'BestBEPFit.best_fit_unique' depends on axioms: [propext, Classical.choice, Quot.sound]
'BestBEPFit.symmetric_window' depends on axioms: [propext, Classical.choice, Quot.sound]
```

## From the Lean names to the energies

All quantities are real numbers. The energies share one unnamed unit, and the slopes are dimensionless. `marcusBarrier L D` is $B(D)$, `bepLine a b D` is $a + bD$, and `deviation L a b D` is $e(D)$, positive where the barrier lies above the line. `bestSlope L c` and `bestIntercept L c W` are $b^*$ and $a^*$, and `Icc (c - W) (c + W)` is the closed window.

In `best_max_error`, the set is the image of the window under $D \mapsto |e^*(D)|$, and `IsGreatest` says that $W^2/(8L)$ belongs to this set and bounds it from above. In `minimax_error`, the set holds every `ε` for which some line satisfies $|e| \le \varepsilon$ on the whole window, and `IsLeast` says that $W^2/(8L)$ is such an `ε` and that none is smaller. `best_fit_unique` is an equivalence between staying within the bound and having $a = a^*$, $b = b^*$. `symmetric_window` states the lower bound and the maximum error on `Icc (-W) W` with the line written out.

The identities assume only `L ≠ 0`, and the inequalities assume `0 < L`. Lean sets $x/0 = 0$, which would make the bound $W^2/(8L)$ vanish at $L = 0$; in the multiplied form, (1) would read $0 = W^2$ there, so the hypothesis on `L` is used. The value $W = 0$ is allowed everywhere except in uniqueness. The window is then a single point, the floor is zero, and every line through $(c, B(c))$ reaches it, which is why `best_fit_unique` asks for `0 < W`.

## How the tactics follow the derivation

`second_difference` and `best_deviation` are (1) and (2); `field_simp` clears the denominators and `ring` checks the polynomial identity. `exists_large_deviation` negates the claim, evaluates the strict bound at the three points (`h1`, `h0`, `h2`), strips the absolute values with signs $+,-,+$ (`k1`, `k0`, `k2`), and lets `linarith` find the $1, 2, 1$ combination against `hS`. `best_equioscillation` substitutes the three points into (2), where `-W ^ 2` means $-(W^2)$.

`best_max_error` divides (2) by $8L$ in `hdev`, uses $c + W$ as the point where the value is reached, and gets the upper bound from `ht`, which is $(D-c)^2 \le W^2$. `minimax_error` offers the candidate line for membership and applies `exists_large_deviation` to any competing line. In `best_fit_unique`, `generalize` introduces `η`, `hS` is the second difference $4\eta$, `l1` and `l2` are the saturated end values, `m1` and `m2` are the same values for the candidate, and `hb0` is $(b - b^*)\,2W = 0$. `symmetric_window` sets $c = 0$, and `hline` rewrites the candidate in closed form.

## Limits on using the bound

The theorems concern the function $(L+D)^2/(4L)$ in exact real arithmetic, with one $L$ for the whole family. They say nothing about how well that function describes computed barriers, about scatter in $L$ between reactions, or about unequal curvatures, and the crossing picture, the rate factor and the Python fragment above are commentary that the file does not check.

The error is the maximum over a continuous window. A residual on a finite sample can fall below the floor, as for two points, which a line fits exactly; identity (1) forces the floor on a sample once it contains both ends and the centre. Optimality is in the maximum norm only, so a least-squares routine solves a different problem and need not return $a^*$ and $b^*$.

No hypothesis ties $c$ or $W$ to $L$. A window reaching below $D = -L$, where the parabola rises again, or above $D = L$, where the two parabolas cross beyond the product minimum, is covered as mathematics, and whether it is physically meaningful depends on the process being modelled. The name `best_equioscillation` refers to the alternating values of this one line at three points, and the general Chebyshev alternation criterion is neither used nor established.
